# Ordered double excitations of a single-determinant reference are orthonormal and couple to it by the antisymmetric two-body coefficient

## Operators, reference and Hamiltonian

Let \(V\) be a complex inner-product space and \(\iota\) the set of spin-orbital labels. The inner product `⟪x, z⟫_ℂ`, written \(\langle x,z\rangle\), is antilinear in its first argument, as in bra-ket notation. \(V\) need be neither finite-dimensional nor complete, and every operator is a linear map defined on all of \(V\).

In Lean 4 with Mathlib:

```lean
import Mathlib

open scoped InnerProductSpace

namespace SlaterCondonDoubles

noncomputable section

variable {ι : Type*} [DecidableEq ι] {V : Type*} [NormedAddCommGroup V] [InnerProductSpace ℂ V]
```

The Kronecker delta \(\delta_{pq}\) of two labels takes complex values.

```lean
/-- Kronecker delta of two spin-orbital indices. -/
def δ (p q : ι) : ℂ := if p = q then 1 else 0
```

Each label \(p\) carries an annihilator \(\hat a_p\) (`ann p`) and a creator \(\hat c_p\) (`cre p`). For all labels \(p,q\) and vectors \(x,z\), `IsCAR` postulates
\[ \{\hat a_p,\hat a_q\}=0,\qquad \{\hat a_p,\hat c_q\}=\delta_{pq},\qquad \langle \hat c_p x,z\rangle=\langle x,\hat a_p z\rangle . \]
The first relation is the antisymmetry of fermion states, the delta in the second stands for orthonormal spin orbitals, and the third says \(\hat c_p=\hat a_p^\dagger\). The relation \(\{\hat c_p,\hat c_q\}=0\) is never used and is not among the fields.

```lean
/-- Canonical anticommutation relations `{a_p, a_q} = 0`, `{a_p, c_q} = δ_pq`,
with `c_p` adjoint to `a_p`. -/
structure IsCAR (ann cre : ι → Module.End ℂ V) : Prop where
  aa : ∀ p q x, ann p (ann q x) + ann q (ann p x) = 0
  ac : ∀ p q x, ann p (cre q x) + cre q (ann p x) = δ p q • x
  adj : ∀ p x z, ⟪cre p x, z⟫_ℂ = ⟪x, ann p z⟫_ℂ
```

A finite set `occ` of labels is called occupied and all other labels virtual. The reference \(y\) is a unit vector with \(\hat a_p y=0\) for virtual \(p\), which says that these orbitals are empty, and \(\hat c_p y=0\) for occupied \(p\), which says that these are filled. This is how a single Slater determinant behaves. The determinant itself is not constructed, and only these three properties enter.

```lean
/-- A unit reference vector killed by virtual annihilators and by occupied creators. -/
structure IsReference (ann cre : ι → Module.End ℂ V) (occ : Finset ι) (y : V) : Prop where
  unit : ⟪y, y⟫_ℂ = 1
  virt : ∀ p, p ∉ occ → ann p y = 0
  hole : ∀ p, p ∈ occ → cre p y = 0
```

For any four labels put \(D(a,b,i,j)=\hat c_a\hat c_b\hat a_j\hat a_i\,y\). The operator order fixes the sign, with \(i\) removed first and \(a\) added last. The definition puts no restriction on the labels.

```lean
/-- The vector `c_a c_b a_j a_i y`. -/
def double (ann cre : ι → Module.End ℂ V) (y : V) (a b i j : ι) : V :=
  cre a (cre b (ann j (ann i y)))
```

For finite \(\iota\) and complex coefficients \(h_{pq}\) and \(A_{pqrs}\), the Hamiltonian is
\[ H=\sum_{pq}h_{pq}\,\hat c_p\hat a_q+\tfrac14\sum_{pqrs}A_{pqrs}\,\hat c_p\hat c_q\hat a_s\hat a_r . \]
Here \(h\) stands for the one-electron integrals and \(A_{pqrs}\) for the antisymmetrised two-electron integral \(\langle pq\|rs\rangle\) in physicists' order. Both are free arrays, not computed from orbitals, and \(H\) is not assumed Hermitian.

```lean
/-- The Hamiltonian `∑ h_pq c_p a_q + (1/4) ∑ A_pqrs c_p c_q a_s a_r`. -/
def hamiltonian [Fintype ι] (ann cre : ι → Module.End ℂ V) (h : ι → ι → ℂ)
    (A : ι → ι → ι → ι → ℂ) : Module.End ℂ V :=
  (∑ p, ∑ q, h p q • (cre p * ann q)) +
    (1 / 4 : ℂ) • ∑ p, ∑ q, ∑ r, ∑ s, A p q r s • (cre p * cre q * ann s * ann r)
```

Given a linear order on \(\iota\), `DoubleIndex occ` collects the quadruples \((a,b,i,j)\) with \(a<b\) virtual and \(i<j\) occupied, so that each choice of two pairs is counted once. With fewer than two occupied or two virtual labels it is empty.

```lean
/-- Labels `(a, b, i, j)` with `a < b` virtual and `i < j` occupied. -/
abbrev DoubleIndex [LinearOrder ι] (occ : Finset ι) :=
  {t : ι × ι × ι × ι // t.1 ∉ occ ∧ t.2.1 ∉ occ ∧ t.2.2.1 ∈ occ ∧ t.2.2.2 ∈ occ ∧
    t.1 < t.2.1 ∧ t.2.2.1 < t.2.2.2}
```

## Moving operators past each other

Conjugating the adjoint relation gives \(\langle \hat a_p x,z\rangle=\overline{\langle z,\hat a_p x\rangle}=\overline{\langle \hat c_p z,x\rangle}=\langle x,\hat c_p z\rangle\). The three rewrites in `IsCAR.adj'` are these three equalities.

```lean
variable {ann cre : ι → Module.End ℂ V} {occ : Finset ι} {y : V}

/-- An annihilator moves across the inner product as the creator of the same mode. -/
theorem IsCAR.adj' (hc : IsCAR ann cre) (p : ι) (x z : V) :
    ⟪ann p x, z⟫_ℂ = ⟪x, cre p z⟫_ℂ := by
  rw [← inner_conj_symm, ← hc.adj, inner_conj_symm]
```

If \(\hat a_a z=0\), then \(\hat a_a\hat a_s z=-\hat a_s\hat a_a z=0\) for every \(s\). Applied twice to \(y\), this shows that a virtual annihilator kills \(\hat a_s\hat a_r y\).

```lean
/-- If `a_a` kills `z`, it also kills `a_s z`. -/
theorem IsCAR.kill (hc : IsCAR ann cre) {a : ι} {z : V} (ha : ann a z = 0) (s : ι) :
    ann a (ann s z) = 0 := by
  rw [eq_neg_of_add_eq_zero_left (hc.aa a s z), ha, map_zero, neg_zero]
```

Suppose that \(\hat a_a z=\hat a_b z=0\). Using \(\hat a_p\hat c_q=\delta_{pq}-\hat c_q\hat a_p\) twice,
\[ \hat a_a\hat c_p\hat c_q z=\delta_{ap}\hat c_q z-\hat c_p\hat a_a\hat c_q z=\delta_{ap}\hat c_q z-\delta_{aq}\hat c_p z . \]
Since \(\hat a_b\hat c_q z=\delta_{bq}z\) and \(\hat a_b\hat c_p z=\delta_{bp}z\),
\[ \hat a_b\hat a_a\hat c_p\hat c_q z=(\delta_{ap}\delta_{bq}-\delta_{aq}\delta_{bp})\,z . \]
In the proof `e` is the commuting rule, `simp only` applies it until each annihilator reaches \(z\), and `module` collects the coefficients of \(z\).

```lean
/-- Particle contraction: `a_b a_a c_p c_q z = (δ_ap δ_bq - δ_aq δ_bp) z` when `a_a` and `a_b`
kill `z`. -/
theorem IsCAR.particles (hc : IsCAR ann cre) {a b : ι} {z : V} (ha : ann a z = 0)
    (hb : ann b z = 0) (p q : ι) :
    ann b (ann a (cre p (cre q z))) = (δ a p * δ b q - δ a q * δ b p) • z := by
  have e : ∀ p q x, ann p (cre q x) = δ p q • x - cre q (ann p x) :=
    fun p q x => eq_sub_of_add_eq (hc.ac p q x)
  simp only [e, ha, hb, map_sub, map_smul, map_zero, sub_zero]
  module
```

For holes the roles are exchanged. If \(\hat c_i z=\hat c_j z=0\), the rule \(\hat c_q\hat a_p=\delta_{pq}-\hat a_p\hat c_q\) gives \(\hat c_j\hat a_s\hat a_r z=\delta_{sj}\hat a_r z-\delta_{rj}\hat a_s z\), and with \(\hat c_i\hat a_r z=\delta_{ri}z\), \(\hat c_i\hat a_s z=\delta_{si}z\),
\[ \hat c_i\hat c_j\hat a_s\hat a_r z=(\delta_{ri}\delta_{sj}-\delta_{si}\delta_{rj})\,z . \]

```lean
/-- Hole contraction: `c_i c_j a_s a_r z = (δ_ri δ_sj - δ_si δ_rj) z` when `c_i` and `c_j`
kill `z`. -/
theorem IsCAR.holes (hc : IsCAR ann cre) {i j : ι} {z : V} (hi : cre i z = 0)
    (hj : cre j z = 0) (r s : ι) :
    cre i (cre j (ann s (ann r z))) = (δ r i * δ s j - δ s i * δ r j) • z := by
  have e : ∀ p q x, cre q (ann p x) = δ p q • x - ann p (cre q x) :=
    fun p q x => eq_sub_of_add_eq' (hc.ac p q x)
  simp only [e, hi, hj, map_sub, map_smul, map_zero, sub_zero]
  module
```

## The overlap of two doubles

Let \(a,b\) be virtual, \(i,j\) occupied, and \(p,q,r,s\) unrestricted. Move \(\hat c_a\) and then \(\hat c_b\) to the right, and contract with \(z=\hat a_s\hat a_r y\), which \(\hat a_a\) and \(\hat a_b\) kill:
\[ \langle D(a,b,i,j),D(p,q,r,s)\rangle=\langle \hat a_j\hat a_i y,\hat a_b\hat a_a\hat c_p\hat c_q z\rangle=(\delta_{ap}\delta_{bq}-\delta_{aq}\delta_{bp})\,\langle \hat a_j\hat a_i y,\hat a_s\hat a_r y\rangle . \]
Moving \(\hat a_j\) and then \(\hat a_i\) across turns the last factor into \(\langle y,\hat c_i\hat c_j\hat a_s\hat a_r y\rangle=\delta_{ri}\delta_{sj}-\delta_{si}\delta_{rj}\), by the hole contraction and \(\langle y,y\rangle=1\). The single `rw` chain follows this order, with `hc.adj` twice, `hc.particles`, `hc.adj'` twice, `hc.holes` and `hy.unit`.

```lean
/-- For virtual `a, b`, occupied `i, j` and arbitrary `p, q, r, s`, the overlap of
`c_a c_b a_j a_i y` with `c_p c_q a_s a_r y` is a product of two antisymmetrised deltas. -/
theorem double_overlap (hc : IsCAR ann cre) (hy : IsReference ann cre occ y) {a b i j : ι}
    (ha : a ∉ occ) (hb : b ∉ occ) (hi : i ∈ occ) (hj : j ∈ occ) (p q r s : ι) :
    ⟪double ann cre y a b i j, double ann cre y p q r s⟫_ℂ =
      (δ a p * δ b q - δ a q * δ b p) * (δ r i * δ s j - δ s i * δ r j) := by
  unfold double
  rw [hc.adj, hc.adj,
    hc.particles (hc.kill (hc.kill (hy.virt a ha) r) s) (hc.kill (hc.kill (hy.virt b hb) r) s),
    inner_smul_right, hc.adj', hc.adj', hc.holes (hy.hole i hi) (hy.hole j hj),
    inner_smul_right, hy.unit, mul_one]
```

Now take both quadruples ordered. The exchange term \(\delta_{aq}\delta_{bp}\) needs \(q=a\) and \(p=b\), and then \(p<q\) reads \(b<a\), against \(a<b\). The same argument removes \(\delta_{si}\delta_{rj}\), leaving \(\delta_{ap}\delta_{bq}\delta_{ri}\delta_{sj}\), which is 1 for equal quadruples and 0 otherwise. `doubles_orthonormal` states that the vectors labelled by `DoubleIndex occ` have unit norm and are pairwise orthogonal; it makes no claim about what they span. The local lemma `z` is the ordering argument, used once for each pair, and the four `by_cases` compare the product of deltas with equality of quadruples.

```lean
/-- The double excitations `c_a c_b a_j a_i y` with `a < b` virtual and `i < j` occupied
are orthonormal. -/
theorem doubles_orthonormal [LinearOrder ι] (hc : IsCAR ann cre)
    (hy : IsReference ann cre occ y) :
    Orthonormal ℂ fun t : DoubleIndex occ =>
      double ann cre y t.1.1 t.1.2.1 t.1.2.2.1 t.1.2.2.2 := by
  -- for ordered pairs the exchange terms vanish
  have z : ∀ a b p q : ι, a < b → p < q → δ a q * δ b p = 0 := by
    intro a b p q h1 h2
    unfold δ
    split_ifs with h h'
    · subst h h'
      exact (lt_asymm h1 h2).elim
    all_goals simp
  rw [orthonormal_iff_ite]
  rintro ⟨⟨a, b, i, j⟩, ha, hb, hi, hj, hab, hij⟩ ⟨⟨p, q, r, s⟩, _, _, _, _, hpq, hrs⟩
  dsimp only at *
  rw [double_overlap hc hy ha hb hi hj, z a b p q hab hpq, mul_comm (δ s i), z r s i j hrs hij]
  simp only [δ, Subtype.mk.injEq, Prod.mk.injEq, @eq_comm _ r i, @eq_comm _ s j]
  by_cases h1 : a = p <;> by_cases h2 : b = q <;> by_cases h3 : i = r <;> by_cases h4 : j = s <;>
    simp [h1, h2, h3, h4]
```

## Orthogonality to the reference and to one-body terms

For virtual \(a,b\) and any \(i,j\), first \(\langle D(a,b,i,j),y\rangle=\langle \hat c_b\hat a_j\hat a_i y,\hat a_a y\rangle=0\). Next, for any \(p,q\),
\[ \langle D(a,b,i,j),\hat c_p\hat a_q y\rangle=\langle \hat a_j\hat a_i y,\hat a_b\hat a_a\hat c_p\hat a_q y\rangle=\delta_{ap}\langle \hat a_j\hat a_i y,\hat a_b\hat a_q y\rangle=0, \]
because \(\hat a_a\hat a_q y=0\) removes the second term of the anticommutator and \(\hat a_b\hat a_q y=0\) removes the first. The vectors \(\hat c_p\hat a_q y\) include the single excitations. The two uses of `hc.kill` are the two vanishings.

```lean
/-- For virtual `a, b` the vector `c_a c_b a_j a_i y` is orthogonal to `y` and to every
`c_p a_q y`. -/
theorem double_orthogonal (hc : IsCAR ann cre) (hy : IsReference ann cre occ y) {a b : ι}
    (ha : a ∉ occ) (hb : b ∉ occ) (i j : ι) :
    ⟪double ann cre y a b i j, y⟫_ℂ = 0 ∧
      ∀ p q, ⟪double ann cre y a b i j, cre p (ann q y)⟫_ℂ = 0 := by
  refine ⟨by rw [double, hc.adj, hy.virt a ha, inner_zero_right], fun p q => ?_⟩
  rw [double, hc.adj, hc.adj, eq_sub_of_add_eq (hc.ac a p (ann q y)), hc.kill (hy.virt a ha) q,
    map_zero, sub_zero, map_smul, hc.kill (hy.virt b hb) q, smul_zero, inner_zero_right]
```

## The coupling equals \(A_{abij}\)

Assume \(A_{qprs}=-A_{pqrs}\) (`hA1`) and \(A_{pqsr}=-A_{pqrs}\) (`hA2`). These are the symmetries of antisymmetrised integrals, taken here as hypotheses. The one-body sum in \(\langle D(a,b,i,j),Hy\rangle\) vanishes term by term. Each product \(\hat c_p\hat c_q\hat a_s\hat a_r\) applied to \(y\) is \(D(p,q,r,s)\), so
\[ \langle D(a,b,i,j),Hy\rangle=\tfrac14\sum_{pqrs}A_{pqrs}(\delta_{ap}\delta_{bq}-\delta_{aq}\delta_{bp})(\delta_{ri}\delta_{sj}-\delta_{si}\delta_{rj})=\tfrac14\left(A_{abij}-A_{abji}-A_{baij}+A_{baji}\right). \]
Antisymmetry gives \(A_{abji}=A_{baij}=-A_{abij}\) and \(A_{baji}=-A_{abji}=A_{abij}\), so the bracket is \(4A_{abij}\) and the matrix element is \(A_{abij}\).

`double_coupling` states this for every \(h\), for virtual \(a,b\) and occupied \(i,j\), with no ordering. For \(a=b\) or \(i=j\) antisymmetry makes the value zero. In the proof `fold` identifies the two-body terms as doubles, `Q` carries out the sum over \(r,s\), `P` then the sum over \(p,q\), and `linear_combination` applies the three antisymmetry instances just used. This is the Slater–Condon case of two differing orbitals, with \(y\) as the ket. The reference energy, the coupling to singles, elements of \(H\) between two excited vectors and the reversed element \(\langle y,HD(a,b,i,j)\rangle\) are not evaluated.

```lean
/-- Slater-Condon rule for doubles: with `A` antisymmetric in each index pair, `a, b` virtual
and `i, j` occupied, `⟨c_a c_b a_j a_i y, H y⟩ = A(a,b,i,j)`. -/
theorem double_coupling [Fintype ι] (hc : IsCAR ann cre) (hy : IsReference ann cre occ y)
    (h : ι → ι → ℂ) (A : ι → ι → ι → ι → ℂ)
    (hA1 : ∀ p q r s, A q p r s = -A p q r s) (hA2 : ∀ p q r s, A p q s r = -A p q r s)
    {a b i j : ι} (ha : a ∉ occ) (hb : b ∉ occ) (hi : i ∈ occ) (hj : j ∈ occ) :
    ⟪double ann cre y a b i j, hamiltonian ann cre h A y⟫_ℂ = A a b i j := by
  have fold : ∀ p q r s, cre p (cre q (ann s (ann r y))) = double ann cre y p q r s :=
    fun _ _ _ _ => rfl
  have P : ∀ f : ι → ι → ℂ,
      ∑ p, ∑ q, f p q * (δ a p * δ b q - δ a q * δ b p) = f a b - f b a := by
    intro f
    simp [δ, mul_sub, Finset.sum_sub_distrib, Finset.sum_ite_irrel]
  have Q : ∀ f : ι → ι → ℂ,
      ∑ r, ∑ s, f r s * (δ r i * δ s j - δ s i * δ r j) = f i j - f j i := by
    intro f
    simp [δ, mul_sub, Finset.sum_sub_distrib, Finset.sum_ite_irrel]
  -- the one-body part drops out, the two-body part gives the deltas
  simp only [hamiltonian, LinearMap.add_apply, LinearMap.smul_apply, LinearMap.sum_apply,
    Module.End.mul_apply, inner_add_right, inner_smul_right, inner_sum, fold,
    double_overlap hc hy ha hb hi hj, (double_orthogonal hc hy ha hb i j).2, mul_zero,
    Finset.sum_const_zero, zero_add]
  simp only [← mul_assoc, Q]
  simp only [← sub_mul, P]
  -- four surviving terms, equal by antisymmetry
  linear_combination (-1 / 4 : ℂ) * hA1 a b i j + (1 / 4 : ℂ) * hA1 a b j i
    - (1 / 2 : ℂ) * hA2 a b i j
```

## Three virtual creators decouple

Let \(a,b,d\) be virtual, \(w\) any vector, and \(h,A\) arbitrary, without antisymmetry. The one-body terms vanish as before, using only \(a\) and \(b\) (`one`). For the two-body terms (`two`), moving all three creators across gives
\[ \langle w,\hat a_d\hat a_b\hat a_a\hat c_p\hat c_q\hat a_s\hat a_r y\rangle=(\delta_{ap}\delta_{bq}-\delta_{aq}\delta_{bp})\,\langle w,\hat a_d\hat a_s\hat a_r y\rangle=0 . \]
Hence \(\langle \hat c_a\hat c_b\hat c_d w,Hy\rangle=0\). Triple excitations have this form with \(w\) three annihilators applied to \(y\), and higher excitations absorb their further operators into \(w\).

```lean
/-- For virtual `a, b, d`, any vector `w` and any `h, A`, the vector `c_a c_b c_d w` has zero
matrix element with `y` through `H`. -/
theorem triple_decouples [Fintype ι] (hc : IsCAR ann cre) (hy : IsReference ann cre occ y)
    (h : ι → ι → ℂ) (A : ι → ι → ι → ι → ℂ) {a b d : ι}
    (ha : a ∉ occ) (hb : b ∉ occ) (hd : d ∉ occ) (w : V) :
    ⟪cre a (cre b (cre d w)), hamiltonian ann cre h A y⟫_ℂ = 0 := by
  have one : ∀ p q, ⟪cre a (cre b (cre d w)), cre p (ann q y)⟫_ℂ = 0 := by
    intro p q
    rw [hc.adj, hc.adj, eq_sub_of_add_eq (hc.ac a p (ann q y)), hc.kill (hy.virt a ha) q,
      map_zero, sub_zero, map_smul, hc.kill (hy.virt b hb) q, smul_zero, inner_zero_right]
  have two : ∀ p q r s, ⟪cre a (cre b (cre d w)), cre p (cre q (ann s (ann r y)))⟫_ℂ = 0 := by
    intro p q r s
    rw [hc.adj, hc.adj, hc.adj,
      hc.particles (hc.kill (hc.kill (hy.virt a ha) r) s) (hc.kill (hc.kill (hy.virt b hb) r) s),
      map_smul, hc.kill (hc.kill (hy.virt d hd) r) s, smul_zero, inner_zero_right]
  simp only [hamiltonian, LinearMap.add_apply, LinearMap.smul_apply, LinearMap.sum_apply,
    Module.End.mul_apply, inner_add_right, inner_smul_right, inner_sum, one, two, mul_zero,
    Finset.sum_const_zero, add_zero]
```

For a single reference in a finite orthonormal spin-orbital basis, \(A_{abij}\) is the entry \(\langle D(a,b,i,j),Hy\rangle\) of the configuration-interaction matrix (double as bra, reference as ket). If \(y\) is the Hartree–Fock determinant in canonical orbitals with energies \(\varepsilon_p\), it is also the numerator of the first-order amplitude of \(D(a,b,i,j)\) in Møller–Plesset theory, with denominator \(\varepsilon_i+\varepsilon_j-\varepsilon_a-\varepsilon_b\). In that setting the vanishing above keeps triples out of the first-order wavefunction.

## Four modes with two filled

A concrete system satisfies `IsCAR` and `IsReference`. An occupation pattern \(S\) assigns empty or filled to the modes 0, 1, 2, 3, which gives 16 patterns.

```lean
/-- Occupation patterns of four modes. -/
abbrev Occ := Fin 4 → Bool
```

`toggle p S` is \(S\) with the occupation of mode \(p\) reversed.

```lean
/-- Flip the occupation of mode `p`. -/
def toggle (p : Fin 4) (S : Occ) : Occ := Function.update S p (!S p)
```

The Jordan–Wigner sign of \(p\) in \(S\) is \((-1)^n\), with \(n\) the number of filled modes below \(p\). `weight b p S` is this sign when mode \(p\) has occupation `b` in \(S\), and zero otherwise.

```lean
/-- Jordan-Wigner sign of mode `p` if its occupation in `S` is `b`, and zero otherwise. -/
def weight (b : Bool) (p : Fin 4) (S : Occ) : ℤ :=
  if S p = b then ∏ q ∈ Finset.univ.filter (· < p), (if S q then -1 else 1) else 0
```

A vector \(f\) is a list of amplitudes over patterns. The amplitude of `jw b p f` at \(S\) is the weight at \(S\) times the amplitude of \(f\) at the toggled pattern. For `b = false` it is fed from the pattern with \(p\) filled into the one with \(p\) empty, which is annihilation, and `b = true` is creation.

```lean
/-- Jordan-Wigner annihilator (`b = false`) or creator (`b = true`) of mode `p`. -/
def jw (b : Bool) (p : Fin 4) : Module.End ℂ (EuclideanSpace ℂ Occ) where
  toFun f := WithLp.toLp 2 fun S => (weight b p S : ℂ) * f (toggle p S)
  map_add' f g := by ext S; simp [mul_add]
  map_smul' t f := by ext S; simp [mul_left_comm]
```

The reference pattern fills modes 0 and 1.

```lean
/-- The pattern with modes `0, 1` filled and `2, 3` empty. -/
def refOcc : Occ := ![true, true, false, false]
```

Its basis vector has amplitude 1 on that pattern and 0 elsewhere.

```lean
/-- The basis vector of the pattern `refOcc`. -/
def fockRef : EuclideanSpace ℂ Occ := WithLp.toLp 2 fun S => if S = refOcc then 1 else 0
```

With occupied set \(\{0,1\}\) the only ordered quadruple is \((a,b,i,j)=(2,3,0,1)\). The proof reduces the operator identities to finite statements on patterns, each settled by enumeration with `decide +kernel`. Toggles are involutions and commute (`inv`, `comm`), `k1` and `k2` are the anticommutators at the level of signs, `k3` gives adjointness after the inner-product sum is reindexed by `toggle p`, and `k4`, `k5` give the two killing conditions. The norm of `fockRef` comes from its single nonzero amplitude.

```lean
/-- The four-mode Jordan-Wigner operators obey the CAR, and `fockRef` is a reference with
occupied modes `0, 1`. -/
theorem car_reference_witness :
    IsCAR (jw false) (jw true) ∧ IsReference (jw false) (jw true) {0, 1} fockRef := by
  have ap : ∀ b p (f : EuclideanSpace ℂ Occ) S,
      jw b p f S = (weight b p S : ℂ) * f (toggle p S) := fun _ _ _ _ => rfl
  have inv : ∀ p S, toggle p (toggle p S) = S := by decide +kernel
  have comm : ∀ p q S, toggle q (toggle p S) = toggle p (toggle q S) := by decide +kernel
  have k1 : ∀ p q S, weight false p S * weight false q (toggle p S) +
      weight false q S * weight false p (toggle q S) = 0 := by decide +kernel
  have k2 : ∀ p q S, weight false p S * weight true q (toggle p S) +
      weight true q S * weight false p (toggle q S) = if p = q then 1 else 0 := by
    decide +kernel
  have k3 : ∀ p S, weight false p (toggle p S) = weight true p S := by decide +kernel
  have k4 : ∀ p S, p ∉ ({0, 1} : Finset (Fin 4)) → toggle p S = refOcc →
      weight false p S = 0 := by decide +kernel
  have k5 : ∀ p S, p ∈ ({0, 1} : Finset (Fin 4)) → toggle p S = refOcc →
      weight true p S = 0 := by decide +kernel
  refine ⟨⟨fun p q x => ?_, fun p q x => ?_, fun p x z => ?_⟩, ?_, fun p hp => ?_, fun p hp => ?_⟩
  · ext S
    have h := congrArg (Int.cast : ℤ → ℂ) (k1 p q S)
    push_cast at h
    simp only [PiLp.add_apply, PiLp.zero_apply, ap]
    rw [comm p q S]
    linear_combination x (toggle p (toggle q S)) * h
  · unfold δ
    ext S
    have h := congrArg (Int.cast : ℤ → ℂ) (k2 p q S)
    simp only [PiLp.add_apply, PiLp.smul_apply, smul_eq_mul, ap]
    rw [comm p q S]
    by_cases hpq : p = q
    · rw [if_pos hpq] at h ⊢
      subst hpq
      push_cast at h
      rw [inv p S]
      linear_combination x S * h
    · rw [if_neg hpq] at h ⊢
      push_cast at h
      linear_combination x (toggle p (toggle q S)) * h
  · simp only [PiLp.inner_apply, RCLike.inner_apply, ap]
    refine Fintype.sum_bijective (toggle p) (Function.Involutive.bijective (inv p)) _ _
      fun S => ?_
    simp only [inv, k3, map_mul, map_intCast]
    ring
  · simp only [PiLp.inner_apply, RCLike.inner_apply]
    rw [Finset.sum_eq_single refOcc]
    · simp [fockRef]
    · intro b _ hb
      simp [fockRef, hb]
    · simp
  · ext S
    simp only [ap, PiLp.zero_apply]
    by_cases h : toggle p S = refOcc
    · simp [k4 p S hp h]
    · simp [fockRef, h]
  · ext S
    simp only [ap, PiLp.zero_apply]
    by_cases h : toggle p S = refOcc
    · simp [k5 p S hp h]
    · simp [fockRef, h]

end

end SlaterCondonDoubles
```

```lean
#print axioms SlaterCondonDoubles.doubles_orthonormal
-- 'SlaterCondonDoubles.doubles_orthonormal' depends on axioms: [propext, Classical.choice, Quot.sound]
#print axioms SlaterCondonDoubles.double_coupling
-- 'SlaterCondonDoubles.double_coupling' depends on axioms: [propext, Classical.choice, Quot.sound]
#print axioms SlaterCondonDoubles.triple_decouples
-- 'SlaterCondonDoubles.triple_decouples' depends on axioms: [propext, Classical.choice, Quot.sound]
```

## Plain integrals in place of antisymmetrised ones

The two-body term is also written \(\tfrac12\sum_{pqrs} v_{pqrs}\,\hat c_p\hat c_q\hat a_s\hat a_r\), where \(v_{pqrs}=\langle pq|rs\rangle\) is the plain two-electron integral. The overlap formula and the orthogonality statements do not involve the Hamiltonian and would stay as they are. The contraction would give \(\tfrac12(v_{abij}-v_{abji}-v_{baij}+v_{baji})\), and the one hypothesis \(v_{pqrs}=v_{qpsr}\), exchange of the two electrons' labels, would reduce it to \(v_{abij}-v_{abji}\). The direct and exchange terms would then appear in the conclusion, whereas `hA1` and `hA2` place the antisymmetry in the assumptions. Taking \(A=2v\) in `hamiltonian` gives this form, so `triple_decouples` covers it, but `double_coupling` does not apply directly, because \(v\) need not be antisymmetric.
